# The ordered product of k matrices 1 − τ v vᴴ equals 1 − V T Vᴴ with T upper triangular

## Carrying eigenvectors back from a tridiagonal Hamiltonian

A Hamiltonian matrix in a finite orthonormal basis can be diagonalised by first reducing it to tridiagonal form with Householder reflections. The eigenvectors of the tridiagonal matrix, collected as columns of a matrix Y, must then be carried back to the original basis:

C = H_0 H_1 ⋯ H_{k−1} Y, H_i = 1 − τ_i v_i v_iᴴ.

Here v_i is a column vector, v_iᴴ its conjugate transpose and τ_i a scalar. Applied singly, each factor needs its own pass over the rows of Y on which v_i is nonzero. Can k factors be combined into one update?

## One update for k factors

Let V have the columns v_0, …, v_{k−1}. Then

H_0 H_1 ⋯ H_{k−1} = 1 − V T Vᴴ,

where T is k by k, upper triangular, with diagonal entries τ_i.

For k = 0 both sides are 1. For k + 1 vectors, write V = (v_0, V') and suppose that the later factors multiply to 1 − V' T' V'ᴴ. Define T by its rows:

first row: (τ_0, −τ_0 v_0ᴴ V' T')
rows below: (0, T')

T inherits its triangular shape and diagonal from T'. Multiplying by V gives

V T = (τ_0 v_0, V' T' − τ_0 v_0 v_0ᴴ V' T') = (τ_0 v_0, H_0 V' T').

Therefore

1 − V T Vᴴ = 1 − τ_0 v_0 v_0ᴴ − H_0 V' T' V'ᴴ = H_0 (1 − V' T' V'ᴴ),

which is the full product.

## The inverse of T and the merging of blocks

Let D = diag(τ_i), and let U be the strictly upper part of the Gram matrix VᴴV. Then

T + D U T = D.

Indeed, the first row of D U T is (0, τ_0 v_0ᴴ V' T'), which cancels the off-diagonal part of the first row of T. The remaining rows repeat the equation for T'. If every τ_i is nonzero, multiplying by D⁻¹ gives (D⁻¹ + U) T = 1.

That condition matters: for k = 1 and τ_0 = 0, T is the 1 by 1 zero matrix and has no inverse. The compact form still holds, with both sides equal to 1.

Two blocks combine by direct expansion:

(1 − V₁T₁V₁ᴴ)(1 − V₂T₂V₂ᴴ) = 1 − V₁T₁V₁ᴴ − V₂T₂V₂ᴴ + V₁T₁V₁ᴴV₂T₂V₂ᴴ.

The last term is the contribution of an upper-right block −T₁V₁ᴴV₂T₂ in the joint factor.

## The update in a program

LAPACK's `larft` routines form T, and its `larfb` routines apply the block. A long product is usually cut into blocks of consecutive factors, and the rightmost block acts on Y first. For a single block of k factors, the work is

W = VᴴY, then W ← T W, then C = Y − V W.

These are matrix–matrix products, which for large matrices and k > 1 can use cache memory better than a succession of single-vector updates.

## How the Lean statement reads

The entries lie in a commutative ring `R` with a `star` operation: conjugation for complex numbers, the identity for real ones. `inverse_wyFactor` takes the entries from a field, where every nonzero τ_i has an inverse. The finite type `n` labels basis functions, and `Fin k` labels the vectors from 0. `reflectorProduct` puts factor 0 on the left, `trailing V` is V', and `wyFactor` is T.

Despite its name, `reflector` need not be a reflection: neither v_i nor τ_i is normalised. A real Householder reflection has τ_i = 2/(v_iᵀv_i) with v_i ≠ 0. The identities concern exact arithmetic; they say nothing about rounding, running time or how to choose the vectors.

```lean
import Mathlib

open Matrix

namespace CompactWY

variable {R n : Type*} [CommRing R] [StarRing R] [Fintype n]

/-- The elementary matrix `1 - τ v vᴴ` with scalar `τ` and vector `v`. -/
def reflector [DecidableEq n] (τ : R) (v : n → R) : Matrix n n R :=
  1 - τ • vecMulVec v (star v)

/-- The ordered product of the elementary matrices built from the scalars `τ i` and the
columns of `V`, with the first one on the left. -/
def reflectorProduct [DecidableEq n] {k : ℕ} (τ : Fin k → R) (V : Matrix n (Fin k) R) :
    Matrix n n R :=
  (List.ofFn fun i => reflector (τ i) (fun a => V a i)).prod

/-- The matrix `V` without its first column. -/
abbrev trailing {R n : Type*} {k : ℕ} (V : Matrix n (Fin (k + 1)) R) : Matrix n (Fin k) R :=
  V.submatrix id Fin.succ

/-- The factor `T` of the compact WY form, built by putting one vector at a time in front: the new
first row is `(τ₀, -τ₀ v₀ᴴ V' T')`, and the rows below it are `(0, T')`, with `T'` the old factor.
-/
def wyFactor : {k : ℕ} → (Fin k → R) → Matrix n (Fin k) R → Matrix (Fin k) (Fin k) R
  | 0, _, _ => 0
  | _ + 1, τ, V =>
    Matrix.of (vecCons
      (vecCons (τ 0) fun j => -(τ 0 * ∑ a, star (V a 0) *
        (trailing V * wyFactor (fun i => τ i.succ) (trailing V)) a j))
      fun i => vecCons 0 (wyFactor (fun i => τ i.succ) (trailing V) i))

/-- The strictly upper triangular part of the Gram matrix `Vᴴ V`. -/
def strictGram {k : ℕ} (V : Matrix n (Fin k) R) : Matrix (Fin k) (Fin k) R :=
  Matrix.of fun i j => if i < j then ∑ a, star (V a i) * V a j else 0

/-- The factor `T` is upper triangular. -/
theorem wyFactor_upper {k : ℕ} (τ : Fin k → R) (V : Matrix n (Fin k) R) (i j : Fin k)
    (h : j < i) : wyFactor τ V i j = 0 := by
  induction k with
  | zero => exact i.elim0
  | succ k ih =>
    cases i using Fin.cases with
    | zero => exact absurd h (Fin.not_lt_zero j)
    | succ i =>
      cases j using Fin.cases with
      | zero => simp [wyFactor]
      | succ j =>
        simp only [wyFactor, Matrix.of_apply, cons_val_succ]
        exact ih _ _ i j (Fin.succ_lt_succ_iff.mp h)

/-- The diagonal of the factor `T` consists of the scalars `τ i`. -/
theorem wyFactor_diag {k : ℕ} (τ : Fin k → R) (V : Matrix n (Fin k) R) (i : Fin k) :
    wyFactor τ V i i = τ i := by
  induction k with
  | zero => exact i.elim0
  | succ k ih =>
    cases i using Fin.cases with
    | zero => simp [wyFactor]
    | succ i =>
      simp only [wyFactor, Matrix.of_apply, cons_val_succ]
      exact ih _ _ i

/-- The first column of `V T` is `τ₀ v₀`. -/
theorem mul_wyFactor_zero {k : ℕ} (τ : Fin (k + 1) → R) (V : Matrix n (Fin (k + 1)) R)
    (a : n) : (V * wyFactor τ V) a 0 = τ 0 * V a 0 := by
  rw [Matrix.mul_apply, Fin.sum_univ_succ]
  simp [wyFactor, mul_comm]

/-- The later columns of `V T` are those of `V' T'`, acted on by the first elementary matrix. -/
theorem mul_wyFactor_succ [DecidableEq n] {k : ℕ} (τ : Fin (k + 1) → R)
    (V : Matrix n (Fin (k + 1)) R) (a : n) (j : Fin k) :
    (V * wyFactor τ V) a j.succ = (reflector (τ 0) (fun a => V a 0) *
      (trailing V * wyFactor (fun i => τ i.succ) (trailing V))) a j := by
  have hP : ∀ W : Matrix n (Fin k) R,
      (vecMulVec (fun a => V a 0) (star fun a => V a 0) * W) a j
        = V a 0 * ∑ c, star (V c 0) * W c j := by
    intro W
    simp [Matrix.mul_apply, vecMulVec_apply, Finset.mul_sum, mul_assoc]
  have hW : (trailing V * wyFactor (fun i => τ i.succ) (trailing V)) a j
      = ∑ i : Fin k, V a i.succ * wyFactor (fun i => τ i.succ) (trailing V) i j := rfl
  rw [reflector, Matrix.sub_mul, Matrix.one_mul, Matrix.smul_mul, Matrix.sub_apply,
    Matrix.smul_apply, hP, smul_eq_mul, Matrix.mul_apply, Fin.sum_univ_succ]
  simp only [wyFactor, Matrix.of_apply, cons_val_zero, cons_val_succ]
  linear_combination -hW

/-- **Compact WY form.** The ordered product of the matrices `1 - τ i v i (v i)ᴴ` equals
`1 - V T Vᴴ`, where `V` has the columns `v i`. -/
theorem reflectorProduct_eq [DecidableEq n] {k : ℕ} (τ : Fin k → R)
    (V : Matrix n (Fin k) R) :
    reflectorProduct τ V = 1 - V * wyFactor τ V * Vᴴ := by
  induction k with
  | zero => simp [reflectorProduct, wyFactor]
  | succ k ih =>
    -- split off the leftmost factor
    have hprod : reflectorProduct τ V = reflector (τ 0) (fun a => V a 0) *
        reflectorProduct (fun i => τ i.succ) (trailing V) := by
      rw [reflectorProduct, List.ofFn_succ, List.prod_cons]
      rfl
    -- split `V T Vᴴ` into the first column and the later ones
    have hsplit : V * wyFactor τ V * Vᴴ
        = τ 0 • vecMulVec (fun a => V a 0) (star fun a => V a 0)
          + reflector (τ 0) (fun a => V a 0) *
            (trailing V * wyFactor (fun i => τ i.succ) (trailing V)) * (trailing V)ᴴ := by
      ext a b
      rw [Matrix.mul_apply, Fin.sum_univ_succ, mul_wyFactor_zero, Matrix.add_apply]
      simp only [mul_wyFactor_succ]
      exact congrArg₂ (· + ·) (by simp [vecMulVec_apply, mul_assoc]) rfl
    rw [hprod, ih, hsplit, Matrix.mul_sub, Matrix.mul_one, ← sub_sub,
      ← Matrix.mul_assoc _ (trailing V * _) _]
    rfl

/-- For real vectors, the ordered product of the matrices `1 - τ i v i (v i)ᵀ` is
`1 - V T Vᵀ` with `T` upper triangular and with diagonal `τ`. -/
theorem real_compactWY [DecidableEq n] {k : ℕ} (τ : Fin k → ℝ) (V : Matrix n (Fin k) ℝ) :
    ∃ T : Matrix (Fin k) (Fin k) ℝ, (∀ i j, j < i → T i j = 0) ∧ (∀ i, T i i = τ i) ∧
      (List.ofFn fun i => (1 : Matrix n n ℝ) -
        τ i • vecMulVec (fun a => V a i) (fun a => V a i)).prod = 1 - V * T * Vᵀ := by
  refine ⟨wyFactor τ V, wyFactor_upper τ V, wyFactor_diag τ V, ?_⟩
  have h := reflectorProduct_eq τ V
  simp only [reflectorProduct, reflector, star_trivial,
    conjTranspose_eq_transpose_of_trivial] at h
  exact h

/-- The factor `T` solves the triangular system `T + D U T = D`, with `D` the diagonal matrix
of the `τ i` and `U` the strictly upper part of the Gram matrix. -/
theorem wyFactor_system {k : ℕ} (τ : Fin k → R) (V : Matrix n (Fin k) R) (i j : Fin k) :
    wyFactor τ V i j + τ i * ∑ l, strictGram V i l * wyFactor τ V l j
      = if i = j then τ i else 0 := by
  induction k with
  | zero => exact i.elim0
  | succ k ih =>
    rw [Fin.sum_univ_succ]
    cases i using Fin.cases with
    | zero =>
      cases j using Fin.cases with
      | zero => simp [wyFactor, strictGram]
      | succ j =>
        -- the first row of `T` was built to cancel the Gram term
        have hswap : ∑ a, star (V a 0) *
            (trailing V * wyFactor (fun i => τ i.succ) (trailing V)) a j
            = ∑ l : Fin k, (∑ a, star (V a 0) * V a l.succ) *
              wyFactor (fun i => τ i.succ) (trailing V) l j := by
          simp only [Matrix.mul_apply, Matrix.submatrix_apply, id_eq, Finset.mul_sum,
            Finset.sum_mul, mul_assoc]
          exact Finset.sum_comm
        simp only [wyFactor, strictGram, Matrix.of_apply, cons_val_zero, cons_val_succ, hswap,
          lt_self_iff_false, Fin.succ_pos, (Fin.succ_ne_zero j).symm, if_true, if_false]
        ring
    | succ i =>
      cases j using Fin.cases with
      | zero => simp [wyFactor, strictGram]
      | succ j =>
        have h := ih (fun i => τ i.succ) (trailing V) i j
        simpa [wyFactor, strictGram] using h

/-- If no `τ i` vanishes, the matrix with diagonal `1 / τ i` and the strictly upper part of
the Gram matrix above it is a left inverse of `T`. -/
theorem inverse_wyFactor {K : Type*} [Field K] [StarRing K] {k : ℕ} (τ : Fin k → K)
    (V : Matrix n (Fin k) K) (hτ : ∀ i, τ i ≠ 0) :
    (diagonal (fun i => (τ i)⁻¹) + strictGram V) * wyFactor τ V = 1 := by
  ext i j
  rw [Matrix.add_mul, Matrix.add_apply, Matrix.diagonal_mul, Matrix.mul_apply,
    Matrix.one_apply]
  apply mul_left_cancel₀ (hτ i)
  rw [mul_add, mul_inv_cancel_left₀ (hτ i), wyFactor_system, mul_ite, mul_one, mul_zero]

/-- The product of two compact blocks is again a compact block: the vectors are put side by
side, and the two factors are coupled by `-T₁ V₁ᴴ V₂ T₂`. -/
theorem merge_blocks [DecidableEq n] {p q : Type*} [Fintype p] [Fintype q]
    (V₁ : Matrix n p R) (V₂ : Matrix n q R) (T₁ : Matrix p p R) (T₂ : Matrix q q R) :
    (1 - V₁ * T₁ * V₁ᴴ) * (1 - V₂ * T₂ * V₂ᴴ)
      = 1 - fromCols V₁ V₂ * fromBlocks T₁ (-(T₁ * (V₁ᴴ * V₂) * T₂)) 0 T₂ *
          (fromCols V₁ V₂)ᴴ := by
  rw [conjTranspose_fromCols_eq_fromRows_conjTranspose, fromCols_mul_fromBlocks,
    fromCols_mul_fromRows]
  simp only [Matrix.mul_zero, add_zero, Matrix.sub_mul, Matrix.mul_sub, Matrix.add_mul,
    Matrix.mul_neg, Matrix.neg_mul, Matrix.one_mul, Matrix.mul_one, Matrix.mul_assoc]
  abel

end CompactWY
```

```lean
#print axioms CompactWY.reflectorProduct_eq
#print axioms CompactWY.real_compactWY
#print axioms CompactWY.inverse_wyFactor
#print axioms CompactWY.merge_blocks
```

```
'CompactWY.reflectorProduct_eq' depends on axioms: [propext, Classical.choice, Quot.sound]
'CompactWY.real_compactWY' depends on axioms: [propext, Classical.choice, Quot.sound]
'CompactWY.inverse_wyFactor' depends on axioms: [propext, Classical.choice, Quot.sound]
'CompactWY.merge_blocks' depends on axioms: [propext, Classical.choice, Quot.sound]
```

## How the proof follows the algebra

`wyFactor_upper` and `wyFactor_diag` use induction on k, with `Fin.cases` separating the first row or column from the rest. `mul_wyFactor_zero` and `mul_wyFactor_succ` compute the two parts of V T; in the latter, `hP` evaluates the rank-one term and `linear_combination` collects the result.

In `reflectorProduct_eq`, `hprod` removes the leftmost factor, `hsplit` separates the first column's contribution to V T Vᴴ, and the induction hypothesis `ih` supplies the rest. `real_compactWY` specialises this to transposes and records the shape and diagonal of T.

`wyFactor_system` checks the triangular equation entry by entry. In the first row, `hswap` exchanges two finite sums so that `ring` can cancel the Gram term. `inverse_wyFactor` multiplies each row by its nonzero τ_i and applies that equation. `merge_blocks` expands the block products and leaves the additive rearrangement to `abel`; it needs no triangularity of T₁ or T₂.
